# With a strictly convex energy density, the planar interface is the unique minimizer among C¹ height profiles with fixed ends

## Can gentle terraces and steep risers beat a uniform tilt?

Let h(x) be the height of an interface above a base line 0 ≤ x ≤ L, with L > 0, and let p = h′(x) be its local slope. I write f(p) for the interface energy per unit length of the base line, not per unit length of the interface itself, so the total energy is

E[h] = ∫₀ᴸ f(h′(x)) dx.

The end heights h(0) and h(L) are held fixed, and h is continuously differentiable (C¹).

Suppose level pieces are cheap and steep ones expensive. The interface has to climb from one end to the other, but it could do so in long, nearly level terraces joined by short, rounded risers. For an isotropic tension I know that the straight line is shortest. For a general f, what stops the terraced profile from having a lower energy than the uniformly tilted one, or at least the same energy?

## The mean slope is fixed, and mixing slopes costs energy

Strict convexity of f stops it. Terraces and risers can redistribute the slope, but their average is set by the ends:

m = (h(L) − h(0))/L.

Strict convexity means that a mixture of two different slopes always costs more than their average slope. For a smooth f, a positive interface stiffness at every slope is enough to ensure this.

**A line below f.** For slopes x < m < y, convexity orders the secant slopes of f:

(f(m) − f(x))/(m − x) ≤ (f(y) − f(m))/(y − m).

Let c be the supremum of the left-hand side over all x < m. It lies between the two families of secant slopes, so for every p

f(m) + c(p − m) ≤ f(p).

For p ≠ m the inequality is strict. Apply it at the midpoint of m and p, then use strict convexity:

f(m) + c(p − m)/2 ≤ f((m + p)/2) < (f(m) + f(p))/2.

Doubling and subtracting f(m) gives f(m) + c(p − m) < f(p).

**The bound.** Define the excess

e(x) = f(h′(x)) − f(m) − c(h′(x) − m) ≥ 0.

Since ∫₀ᴸ h′ dx = h(L) − h(0) = mL, the term with c integrates to zero, and

0 ≤ ∫₀ᴸ e(x) dx = E[h] − L f(m).

**Equality.** A convex function on the whole real line is continuous, and h′ is continuous, so e is continuous too. If h′(y) ≠ m at some y, then e(y) > 0, e stays positive on a short interval next to y, and its integral is positive. Equality therefore forces h′ = m throughout, and integrating from 0 gives

h(x) = h(0) + m x.

Conversely, this profile has constant slope m and energy L f(m). Your terraced profile is strictly more expensive.

**Isotropic tension.** Here f(p) = γ√(1 + p²) with γ > 0. To see that it is strictly convex, take slopes x ≠ y and weights a, b > 0 with a + b = 1, and set u = √(1 + x²), v = √(1 + y²). Then

(uv)² − (1 + xy)² = (x − y)² > 0,

so 1 + xy < uv. Expanding, and using a² + b² − 1 = −2ab,

(au + bv)² − [1 + (ax + by)²] = 2ab(uv − 1 − xy) > 0.

Taking roots and multiplying by γ gives strict convexity. The lower bound becomes

L γ√(1 + m²) = γ√(L² + (h(L) − h(0))²),

which is γ times the straight distance between the ends, as you expected.

**When a tie is possible.** Take f(p) = |p|, the energy of surface steps that do not interact, in scaled units and without the constant energy of the terraces, which would add the same amount to every profile. If h never decreases, then |h′| = h′ and

E[h] = ∫₀ᴸ h′ dx = h(L) − h(0),

whatever the shape. With L = 1, the profiles x and x² both cost 1. Convexity alone thus does not give uniqueness.

### What the Lean statements say

`tilt L h x` is the slope h′(x), not an angle. It is the derivative within `Icc 0 L`, hence one-sided at the ends, so values of `h` outside the interval play no part. `interfaceEnergy f L h` is E[h], and `planar L a b` is the straight profile a + (b − a)x/L with end heights a and b.

The hypothesis `StrictConvexOn ℝ univ f` demands strict convexity over all real slopes but no differentiability of f, so cusps are allowed. `ContDiffOn ℝ 1 h (Icc 0 L)` says that h is C¹ up to the ends. The conclusion `EqOn h (planar L (h 0) (h L)) (Icc 0 L)` says that h agrees with the straight profile at every point of the interval.

`interface_energy_bound` states the lower bound and its equality case. `planar_unique_minimizer` restates them for prescribed end heights, and `planar_admissible` confirms that the planar profile is itself C¹ with those heights. `isotropic_energy_bound` and `cusp_energy_of_monotone` are the two special cases above.

Sharp corners, overhangs and two-dimensional surfaces fall outside these hypotheses. The step to a real material is the assumption that its interface energy is the integral of a local function of slope, with no elastic, gravitational or curvature contribution. Interface energies from electronic-structure calculations are usually given per unit area of the interface itself. Such an energy γ(p), now dependent on the slope, enters here as f(p) = γ(p)√(1 + p²), and it is this f, not γ(p), that has to be strictly convex. If it is, then within this one-dimensional local model no C¹ rippling of a planar interface with fixed ends lowers the energy.

```lean
import Mathlib

open Set MeasureTheory

namespace InterfaceMorphology

noncomputable section

/-- The local slope of the height profile `h` on the interval `[0, L]`
(one-sided at the two ends). -/
def tilt (L : ℝ) (h : ℝ → ℝ) (x : ℝ) : ℝ := derivWithin h (Icc 0 L) x

/-- The interface energy: the integral over `[0, L]` of the energy density `f`
evaluated at the local slope. -/
def interfaceEnergy (f : ℝ → ℝ) (L : ℝ) (h : ℝ → ℝ) : ℝ :=
  ∫ x in (0 : ℝ)..L, f (tilt L h x)

/-- The planar interface of base length `L > 0` with end heights `a` and `b`. -/
def planar (L a b : ℝ) (x : ℝ) : ℝ := a + (b - a) / L * x

/-- A strictly convex energy density has at each slope `m` a supporting line that lies
strictly below it at every other slope. -/
theorem exists_supporting_line {f : ℝ → ℝ} (hf : StrictConvexOn ℝ univ f) (m : ℝ) :
    ∃ c, ∀ p, p ≠ m → f m + c * (p - m) < f p := by
  -- the supremum of the secant slopes from the left gives a supporting line
  have weak : ∃ c, ∀ p, f m + c * (p - m) ≤ f p := by
    set S : Set ℝ := (fun x => (f m - f x) / (m - x)) '' Iio m with hS
    have key : ∀ y, m < y → ∀ s ∈ S, s ≤ (f y - f m) / (y - m) := by
      rintro y hy _ ⟨x, hx, rfl⟩
      exact hf.convexOn.slope_mono_adjacent (mem_univ x) (mem_univ y) hx hy
    have hb : BddAbove S := ⟨_, fun s hs => key (m + 1) (by linarith) s hs⟩
    have hne : S.Nonempty := ⟨_, m - 1, by simp, rfl⟩
    refine ⟨sSup S, fun p => ?_⟩
    rcases lt_trichotomy p m with hp | hp | hp
    · have h1 : (f m - f p) / (m - p) ≤ sSup S := le_csSup hb ⟨p, hp, rfl⟩
      rw [div_le_iff₀ (by linarith)] at h1
      linarith
    · rw [hp, sub_self, mul_zero, add_zero]
    · have h1 : sSup S ≤ (f p - f m) / (p - m) := csSup_le hne (key p hp)
      rw [le_div_iff₀ (by linarith)] at h1
      linarith
  obtain ⟨c, hc⟩ := weak
  refine ⟨c, fun p hp => ?_⟩
  -- strictness follows from the midpoint
  have h1 := hc ((1 / 2) * m + (1 / 2) * p)
  have h2 := hf.2 (mem_univ m) (mem_univ p) hp.symm
    (by norm_num : (0 : ℝ) < 1 / 2) (by norm_num : (0 : ℝ) < 1 / 2) (by norm_num)
  simp only [smul_eq_mul] at h2
  linarith

/-- The slope of a continuously differentiable profile is continuous on `[0, L]`, `L > 0`. -/
theorem tilt_continuousOn {L : ℝ} {h : ℝ → ℝ} (hL : 0 < L)
    (hh : ContDiffOn ℝ 1 h (Icc 0 L)) : ContinuousOn (tilt L h) (Icc 0 L) :=
  hh.continuousOn_derivWithin (uniqueDiffOn_Icc hL) le_rfl

/-- For a continuously differentiable profile on `[0, L]`, `L > 0`, the slope integrated
from `0` to a point `x` of the interval is the height difference `h x - h 0`. -/
theorem integral_tilt {L x : ℝ} {h : ℝ → ℝ} (hL : 0 < L)
    (hh : ContDiffOn ℝ 1 h (Icc 0 L)) (hx : x ∈ Icc 0 L) :
    ∫ s in (0 : ℝ)..x, tilt L h s = h x - h 0 := by
  have hsub : Icc 0 x ⊆ Icc 0 L := Icc_subset_Icc_right hx.2
  apply intervalIntegral.integral_eq_sub_of_hasDerivAt_of_le hx.1 (hh.continuousOn.mono hsub)
  · intro s hs
    exact ((hh.differentiableOn (by simp)) s
      (hsub (Ioo_subset_Icc_self hs))).hasDerivWithinAt.hasDerivAt
      (Icc_mem_nhds hs.1 (hs.2.trans_le hx.2))
  · exact ((tilt_continuousOn hL hh).mono hsub).intervalIntegrable_of_Icc hx.1

/-- A profile that is planar on `[0, L]`, `L > 0`, with end heights `a` and `b` has energy
`L f((b - a) / L)`. -/
theorem energy_of_planar {f h : ℝ → ℝ} {L a b : ℝ} (hL : 0 < L)
    (hp : EqOn h (planar L a b) (Icc 0 L)) :
    interfaceEnergy f L h = L * f ((b - a) / L) := by
  have ht : ∀ x ∈ Icc 0 L, tilt L h x = (b - a) / L := by
    intro x hx
    have hd : HasDerivAt (planar L a b) ((b - a) / L) x :=
      (((hasDerivAt_id x).const_mul ((b - a) / L)).const_add a).congr_deriv (mul_one _)
    unfold tilt
    rw [derivWithin_congr hp (hp hx)]
    exact hd.hasDerivWithinAt.derivWithin (uniqueDiffOn_Icc hL x hx)
  have hc : interfaceEnergy f L h = ∫ _x in (0 : ℝ)..L, f ((b - a) / L) := by
    refine intervalIntegral.integral_congr (fun s hs => ?_)
    rw [uIcc_of_le hL.le] at hs
    exact congrArg f (ht s hs)
  rw [hc, intervalIntegral.integral_const, smul_eq_mul, sub_zero]

/-- For a strictly convex energy density and a continuously differentiable profile on
`[0, L]`, `L > 0`, the interface energy is at least `L f((h L - h 0) / L)`, with equality
exactly when the profile is the planar one through its own end points. -/
theorem interface_energy_bound {f h : ℝ → ℝ} {L : ℝ} (hf : StrictConvexOn ℝ univ f)
    (hL : 0 < L) (hh : ContDiffOn ℝ 1 h (Icc 0 L)) :
    L * f ((h L - h 0) / L) ≤ interfaceEnergy f L h ∧
      (interfaceEnergy f L h = L * f ((h L - h 0) / L) ↔
        EqOn h (planar L (h 0) (h L)) (Icc 0 L)) := by
  set m := (h L - h 0) / L with hm
  obtain ⟨c, hc⟩ := exists_supporting_line hf m
  have hfc : Continuous f := continuousOn_univ.mp (hf.convexOn.continuousOn isOpen_univ)
  have ht := tilt_continuousOn hL hh
  have h1 : ContinuousOn (fun x => f (tilt L h x)) (Icc 0 L) := hfc.comp_continuousOn ht
  have h2 : ContinuousOn (fun x => c * tilt L h x) (Icc 0 L) := continuousOn_const.mul ht
  have h3 : ContinuousOn (fun x => c * tilt L h x + (f m - c * m)) (Icc 0 L) :=
    h2.add continuousOn_const
  -- the excess over the supporting line integrates to the excess energy
  have hex : ∫ x in (0 : ℝ)..L, (f (tilt L h x) - (c * tilt L h x + (f m - c * m)))
      = interfaceEnergy f L h - L * f m := by
    have hmL : m * L = h L - h 0 := div_mul_cancel₀ _ hL.ne'
    rw [intervalIntegral.integral_sub (h1.intervalIntegrable_of_Icc hL.le)
        (h3.intervalIntegrable_of_Icc hL.le),
      intervalIntegral.integral_add (h2.intervalIntegrable_of_Icc hL.le)
        intervalIntegrable_const,
      intervalIntegral.integral_const_mul, intervalIntegral.integral_const,
      integral_tilt hL hh (right_mem_Icc.2 hL.le), smul_eq_mul, interfaceEnergy]
    linear_combination c * hmL
  have hg : ∀ x, 0 ≤ f (tilt L h x) - (c * tilt L h x + (f m - c * m)) := by
    intro x
    by_cases hx : tilt L h x = m
    · rw [hx]; linarith
    · have := hc _ hx
      linarith
  refine ⟨?_, ?_, fun hp => energy_of_planar hL hp⟩
  · rw [← sub_nonneg, ← hex]
    exact intervalIntegral.integral_nonneg hL.le (fun x _ => hg x)
  · intro heq x hx
    -- zero excess energy forces a constant slope
    have hflat : ∀ y ∈ Icc 0 L, tilt L h y = m := by
      intro y hy
      by_contra hne
      have hpos : 0 < interfaceEnergy f L h - L * f m := by
        rw [← hex]
        refine intervalIntegral.integral_pos hL (h1.sub h3) (fun x _ => hg x) ⟨y, hy, ?_⟩
        have := hc _ hne
        show 0 < f (tilt L h y) - (c * tilt L h y + (f m - c * m))
        linarith
      linarith
    have hi := integral_tilt hL hh hx
    have hconst : ∫ s in (0 : ℝ)..x, tilt L h s = ∫ _s in (0 : ℝ)..x, m := by
      refine intervalIntegral.integral_congr (fun s hs => ?_)
      rw [uIcc_of_le hx.1] at hs
      exact hflat s ⟨hs.1, hs.2.trans hx.2⟩
    rw [hconst, intervalIntegral.integral_const, smul_eq_mul] at hi
    show h x = h 0 + m * x
    linarith

/-- For `L > 0` the planar interface is continuously differentiable and has the prescribed
end heights. -/
theorem planar_admissible {L : ℝ} (hL : 0 < L) (a b : ℝ) :
    ContDiffOn ℝ 1 (planar L a b) (Icc 0 L) ∧ planar L a b 0 = a ∧ planar L a b L = b := by
  refine ⟨(contDiff_const.add (contDiff_const.mul contDiff_id)).contDiffOn, ?_, ?_⟩
  · simp [planar]
  · rw [planar, div_mul_cancel₀ _ hL.ne']
    ring

/-- For a strictly convex energy density and `L > 0`, the planar interface has the least
energy among continuously differentiable profiles with end heights `a` and `b`, and no other
such profile attains it. -/
theorem planar_unique_minimizer {f h : ℝ → ℝ} {L a b : ℝ} (hf : StrictConvexOn ℝ univ f)
    (hL : 0 < L) (hh : ContDiffOn ℝ 1 h (Icc 0 L)) (ha : h 0 = a) (hb : h L = b) :
    interfaceEnergy f L (planar L a b) ≤ interfaceEnergy f L h ∧
      (interfaceEnergy f L h = interfaceEnergy f L (planar L a b) ↔
        EqOn h (planar L a b) (Icc 0 L)) := by
  have hpl : interfaceEnergy f L (planar L a b) = L * f ((b - a) / L) :=
    energy_of_planar hL (fun _ _ => rfl)
  rw [hpl, ← ha, ← hb]
  exact interface_energy_bound hf hL hh

/-- The energy density `γ √(1 + p²)` of an interface with isotropic tension `γ > 0` is
strictly convex in the slope `p`. -/
theorem isotropic_strictConvex {γ : ℝ} (hγ : 0 < γ) :
    StrictConvexOn ℝ univ (fun p : ℝ => γ * Real.sqrt (1 + p ^ 2)) := by
  refine ⟨convex_univ, fun x _ y _ hxy a b ha hb hab => ?_⟩
  simp only [smul_eq_mul]
  set u := Real.sqrt (1 + x ^ 2)
  set v := Real.sqrt (1 + y ^ 2)
  have hu : u ^ 2 = 1 + x ^ 2 := Real.sq_sqrt (by positivity)
  have hv : v ^ 2 = 1 + y ^ 2 := Real.sq_sqrt (by positivity)
  have hu0 : 0 < u := Real.sqrt_pos.2 (by positivity)
  have hv0 : 0 < v := Real.sqrt_pos.2 (by positivity)
  -- strict Cauchy-Schwarz for the vectors (1, x) and (1, y)
  have huv : 1 + x * y < u * v := by
    apply lt_of_pow_lt_pow_left₀ 2 (mul_pos hu0 hv0).le
    rw [mul_pow, hu, hv]
    have hne := sub_ne_zero.2 hxy
    have hd : 0 < (x - y) ^ 2 := by positivity
    nlinarith [hd]
  have hs : Real.sqrt (1 + (a * x + b * y) ^ 2) < a * u + b * v := by
    rw [Real.sqrt_lt' (add_pos (mul_pos ha hu0) (mul_pos hb hv0))]
    have key : (a * u + b * v) ^ 2 - (1 + (a * x + b * y) ^ 2)
        = 2 * (a * b * (u * v - (1 + x * y))) := by
      linear_combination a ^ 2 * hu + b ^ 2 * hv + (a + b + 1) * hab
    have := mul_pos (mul_pos ha hb) (sub_pos.2 huv)
    linarith
  have := mul_lt_mul_of_pos_left hs hγ
  linarith

/-- With isotropic tension `γ > 0` and `L > 0`, a continuously differentiable interface costs
at least `γ` times the straight distance between its ends, with equality exactly when it is
planar. -/
theorem isotropic_energy_bound {γ L : ℝ} {h : ℝ → ℝ} (hγ : 0 < γ) (hL : 0 < L)
    (hh : ContDiffOn ℝ 1 h (Icc 0 L)) :
    γ * Real.sqrt (L ^ 2 + (h L - h 0) ^ 2)
        ≤ interfaceEnergy (fun p => γ * Real.sqrt (1 + p ^ 2)) L h ∧
      (interfaceEnergy (fun p => γ * Real.sqrt (1 + p ^ 2)) L h
          = γ * Real.sqrt (L ^ 2 + (h L - h 0) ^ 2) ↔
        EqOn h (planar L (h 0) (h L)) (Icc 0 L)) := by
  have e : L * (γ * Real.sqrt (1 + ((h L - h 0) / L) ^ 2))
      = γ * Real.sqrt (L ^ 2 + (h L - h 0) ^ 2) := by
    have hq : L ^ 2 + (h L - h 0) ^ 2 = L ^ 2 * (1 + ((h L - h 0) / L) ^ 2) := by
      field_simp
    rw [hq, Real.sqrt_mul (sq_nonneg L), Real.sqrt_sq hL.le]
    ring
  rw [← e]
  exact interface_energy_bound (isotropic_strictConvex hγ) hL hh

/-- For the cusped energy density `|p|` and `L > 0`, every nondecreasing continuously
differentiable profile has energy `h L - h 0`, whatever its shape between the ends. -/
theorem cusp_energy_of_monotone {L : ℝ} {h : ℝ → ℝ} (hL : 0 < L)
    (hh : ContDiffOn ℝ 1 h (Icc 0 L)) (hmono : MonotoneOn h (Icc 0 L)) :
    interfaceEnergy (fun p => |p|) L h = h L - h 0 := by
  rw [← integral_tilt hL hh (right_mem_Icc.2 hL.le)]
  exact intervalIntegral.integral_congr
    (fun s _ => abs_of_nonneg hmono.derivWithin_nonneg)

end

end InterfaceMorphology
```

```lean
#print axioms InterfaceMorphology.planar_admissible
#print axioms InterfaceMorphology.planar_unique_minimizer
#print axioms InterfaceMorphology.isotropic_energy_bound
#print axioms InterfaceMorphology.cusp_energy_of_monotone
```

```
'InterfaceMorphology.planar_admissible' depends on axioms: [propext, Classical.choice, Quot.sound]
'InterfaceMorphology.planar_unique_minimizer' depends on axioms: [propext, Classical.choice, Quot.sound]
'InterfaceMorphology.isotropic_energy_bound' depends on axioms: [propext, Classical.choice, Quot.sound]
'InterfaceMorphology.cusp_energy_of_monotone' depends on axioms: [propext, Classical.choice, Quot.sound]
```

### From the supporting line to the energy bound

`exists_supporting_line` builds c as `sSup S`, where `S` is the set of secant slopes from the left. `slope_mono_adjacent` supplies their ordering against the slopes from the right. The three cases p < m, p = m and p > m give the weak inequality, and the midpoint argument makes it strict.

`tilt_continuousOn` gives the continuity of the slope. `integral_tilt` is the fundamental theorem of calculus on [0, x]; at interior points the derivative within the interval is the ordinary derivative. It is stated for every x in the interval because the bound needs x = L, while recovering the profile needs all x. `energy_of_planar` computes the slope of a straight profile and integrates the constant f((b − a)/L).

In `interface_energy_bound`, `hex` is the identity ∫e = E[h] − L f(m), with the supporting line written as c h′ + (f(m) − c m), and `hg` is e ≥ 0. Together they give the inequality. For the equality case, `hflat` assumes a point where the slope differs from m, and `intervalIntegral.integral_pos` turns the positive excess there into a positive integral, a contradiction. `integral_tilt` then recovers h(x) = h(0) + m x. `planar_unique_minimizer` follows by substituting the energy of the planar profile.

In `isotropic_strictConvex`, `huv` is the inequality 1 + xy < uv, and `key` is the expansion with the factor 2ab. `isotropic_energy_bound` feeds this density into the general theorem after moving L under the square root. For the cusp, `hmono.derivWithin_nonneg` gives a nonnegative slope, so the absolute value can be removed before integrating.
